# The Hartree-exchange-correlation potential of one repulsive Hubbard site becomes a step of height U at zero temperature

A lattice density functional calculation can approximate its Hartree-exchange-correlation potential, site by site, by that of a single Hubbard site with repulsion U. As the temperature falls to zero at a fixed density, that potential tends to a step: 0 if the site holds fewer than one electron on average, and U if it holds more. The file below proves this limit for the isolated site. It also gives an explicit bound on the potential below half filling at every positive temperature, which particle-hole symmetry turns into a bound on the distance from U above half filling.

```lean
import Mathlib

open Filter Topology

namespace HubbardSiteDFT

noncomputable section

/-- Mean electron number of a single Hubbard site with repulsion `U`, temperature `T ≠ 0` and
chemical potential `μ`, averaged over the empty, two singly occupied and doubly occupied states. -/
def siteDensity (U T μ : ℝ) : ℝ :=
  (2 * Real.exp (μ / T) + 2 * Real.exp ((2 * μ - U) / T)) /
    (1 + 2 * Real.exp (μ / T) + Real.exp ((2 * μ - U) / T))

/-- The fugacity of the site as an explicit function of the density `n`,
for `T ≠ 0` and `0 < n < 2`. -/
def fugacity (U T n : ℝ) : ℝ :=
  (n - 1 + √((n - 1) ^ 2 + Real.exp (-U / T) * (n * (2 - n)))) / (Real.exp (-U / T) * (2 - n))

/-- The Hartree-exchange-correlation potential of the site at density `n`,
for `T ≠ 0` and `0 < n < 2`. -/
def hxcPotential (U T n : ℝ) : ℝ :=
  T * Real.log (fugacity U T n * (2 - n) / n)

variable {U T n : ℝ}

/-- The fugacity is positive at every density strictly between empty and full. -/
theorem fugacity_pos (h0 : 0 < n) (h2 : n < 2) : 0 < fugacity U T n := by
  have hy := Real.exp_pos (-U / T)
  have h2' : 0 < 2 - n := by linarith
  have hs : |n - 1| < √((n - 1) ^ 2 + Real.exp (-U / T) * (n * (2 - n))) := by
    apply Real.lt_sqrt_of_sq_lt
    rw [sq_abs]
    linarith [mul_pos hy (mul_pos h0 h2')]
  unfold fugacity
  exact div_pos (by linarith [neg_abs_le (n - 1)]) (mul_pos hy h2')

/-- The fugacity solves the quadratic equation that fixes the density of the site. -/
theorem fugacity_quadratic (h0 : 0 < n) (h2 : n < 2) :
    Real.exp (-U / T) * (2 - n) * fugacity U T n ^ 2 + 2 * (1 - n) * fugacity U T n = n := by
  have hy := Real.exp_pos (-U / T)
  have h2' : 0 < 2 - n := by linarith
  have ha := mul_pos hy h2'
  have hs := Real.sq_sqrt (add_nonneg (sq_nonneg (n - 1)) (mul_pos hy (mul_pos h0 h2')).le)
  have hx : fugacity U T n * (Real.exp (-U / T) * (2 - n)) =
      n - 1 + √((n - 1) ^ 2 + Real.exp (-U / T) * (n * (2 - n))) := by
    unfold fugacity
    exact div_mul_cancel₀ _ ha.ne'
  apply mul_left_cancel₀ ha.ne'
  linear_combination (fugacity U T n * (Real.exp (-U / T) * (2 - n)) +
    (n - 1 + √((n - 1) ^ 2 + Real.exp (-U / T) * (n * (2 - n)))) + 2 * (1 - n)) * hx + hs

/-- A quadratic `a x² + b x = c` with `a` and `c` positive has at most one positive root. -/
theorem positive_root_unique {a b c x z : ℝ} (ha : 0 < a) (hc : 0 < c) (hx : 0 < x) (hz : 0 < z)
    (ex : a * x ^ 2 + b * x = c) (ez : a * z ^ 2 + b * z = c) : x = z := by
  have h1 : 0 < a * x + b := by
    by_contra h
    have h' : 0 ≤ -(a * x + b) := by linarith
    nlinarith [mul_nonneg hx.le h']
  have h3 : 0 < a * x + b + a * z := add_pos h1 (mul_pos ha hz)
  have h4 : (x - z) * (a * x + b + a * z) = 0 := by linear_combination ex - ez
  rcases mul_eq_zero.mp h4 with h | h
  · linarith
  · exact absurd h h3.ne'

/-- The site holds `n` electrons on average exactly when its chemical potential is
`T` times the logarithm of the explicit fugacity. -/
theorem siteDensity_eq_iff (hT : 0 < T) (h0 : 0 < n) (h2 : n < 2) (μ : ℝ) :
    siteDensity U T μ = n ↔ μ = T * Real.log (fugacity U T n) := by
  have hw : Real.exp ((2 * μ - U) / T) = Real.exp (-U / T) * Real.exp (μ / T) ^ 2 := by
    rw [sq, ← Real.exp_add, ← Real.exp_add]
    congr 1
    ring
  -- the density condition is the quadratic equation for exp (μ / T)
  have key : siteDensity U T μ = n ↔
      Real.exp (-U / T) * (2 - n) * Real.exp (μ / T) ^ 2
        + 2 * (1 - n) * Real.exp (μ / T) = n := by
    unfold siteDensity
    rw [hw, div_eq_iff (by positivity)]
    constructor <;> intro h <;> linear_combination h
  rw [key]
  constructor
  · intro h
    have e : Real.exp (μ / T) = fugacity U T n :=
      positive_root_unique (mul_pos (Real.exp_pos _) (by linarith)) h0 (Real.exp_pos _)
        (fugacity_pos h0 h2) h (fugacity_quadratic h0 h2)
    rw [← e, Real.log_exp, mul_div_cancel₀ _ hT.ne']
  · intro h
    have e : Real.exp (μ / T) = fugacity U T n := by
      rw [h, mul_div_cancel_left₀ _ hT.ne', Real.exp_log (fugacity_pos h0 h2)]
    rw [e]
    exact fugacity_quadratic h0 h2

/-- If an interacting and a non-interacting site have the same density `n`, their chemical
potentials differ by the Hartree-exchange-correlation potential. -/
theorem chemicalPotential_sub (hT : 0 < T) (h0 : 0 < n) (h2 : n < 2) {μ μ₀ : ℝ}
    (h : siteDensity U T μ = n) (h' : siteDensity 0 T μ₀ = n) :
    μ - μ₀ = hxcPotential U T n := by
  have hfree : fugacity 0 T n = n / (2 - n) := by
    have e : (n - 1) ^ 2 + Real.exp (-0 / T) * (n * (2 - n)) = 1 := by
      rw [neg_zero, zero_div, Real.exp_zero]
      ring
    unfold fugacity
    rw [e, Real.sqrt_one, neg_zero, zero_div, Real.exp_zero]
    ring
  have hq : 0 < n / (2 - n) := div_pos h0 (by linarith)
  rw [(siteDensity_eq_iff hT h0 h2 μ).mp h, (siteDensity_eq_iff hT h0 h2 μ₀).mp h', hfree]
  unfold hxcPotential
  rw [← div_div_eq_mul_div, Real.log_div (fugacity_pos h0 h2).ne' hq.ne']
  ring

/-- Particle-hole symmetry: the potentials at densities `n` and `2 - n` add up to `U`. -/
theorem hxcPotential_particle_hole (hT : 0 < T) (h0 : 0 < n) (h2 : n < 2) :
    hxcPotential U T n + hxcPotential U T (2 - n) = U := by
  have hy := Real.exp_pos (-U / T)
  have h2' : 0 < 2 - n := by linarith
  have hf : 0 < fugacity U T n := fugacity_pos h0 h2
  have hg : 0 < fugacity U T (2 - n) := fugacity_pos h2' (by linarith)
  -- the two fugacities multiply to exp (U / T)
  have hprod : fugacity U T n * fugacity U T (2 - n) = Real.exp (U / T) := by
    have hs := Real.sq_sqrt (add_nonneg (sq_nonneg (n - 1)) (mul_pos hy (mul_pos h0 h2')).le)
    have hE : Real.exp (U / T) * Real.exp (-U / T) = 1 := by
      rw [← Real.exp_add, ← Real.exp_zero]
      congr 1
      ring
    have e : (2 - n - 1) ^ 2 + Real.exp (-U / T) * ((2 - n) * (2 - (2 - n))) =
        (n - 1) ^ 2 + Real.exp (-U / T) * (n * (2 - n)) := by ring
    have hd : 0 < 2 - (2 - n) := by linarith
    unfold fugacity
    rw [e, div_mul_div_comm, div_eq_iff (mul_pos (mul_pos hy h2') (mul_pos hy hd)).ne']
    linear_combination hs - Real.exp (-U / T) * n * (2 - n) * hE
  have hA : 0 < fugacity U T n * (2 - n) / n := div_pos (mul_pos hf h2') h0
  have hB : 0 < fugacity U T (2 - n) * (2 - (2 - n)) / (2 - n) :=
    div_pos (mul_pos hg (by linarith)) h2'
  have hAB : fugacity U T n * (2 - n) / n *
      (fugacity U T (2 - n) * (2 - (2 - n)) / (2 - n)) = Real.exp (U / T) := by
    rw [← hprod, sub_sub_cancel]
    have hn := h0.ne'
    have hm := h2'.ne'
    field_simp
  unfold hxcPotential
  rw [← mul_add, ← Real.log_mul hA.ne' hB.ne', hAB, Real.log_exp, mul_div_cancel₀ _ hT.ne']

/-- At half filling the potential equals `U / 2` at every positive temperature. -/
theorem hxcPotential_half_filling (hT : 0 < T) : hxcPotential U T 1 = U / 2 := by
  have h := hxcPotential_particle_hole (U := U) hT one_pos one_lt_two
  rw [show (2 : ℝ) - 1 = 1 by norm_num] at h
  linarith

/-- Below half filling the potential of a repulsive site is nonnegative and at most
a density-dependent constant times the temperature. -/
theorem hxcPotential_bounds (hU : 0 ≤ U) (hT : 0 < T) (h0 : 0 < n) (h1 : n < 1) :
    0 ≤ hxcPotential U T n ∧
      hxcPotential U T n ≤ T * Real.log ((2 - n) / (2 * (1 - n))) := by
  have h2' : 0 < 2 - n := by linarith
  have h1' : 0 < 2 * (1 - n) := by linarith
  have hx : 0 < fugacity U T n := fugacity_pos h0 (by linarith)
  have hq := fugacity_quadratic (U := U) (T := T) h0 (by linarith)
  have hy1 : Real.exp (-U / T) ≤ 1 :=
    Real.exp_le_one_iff.mpr (div_nonpos_of_nonpos_of_nonneg (by linarith) hT.le)
  have hp : 0 < (2 - n) * fugacity U T n ^ 2 := mul_pos h2' (pow_pos hx 2)
  unfold hxcPotential
  constructor
  · -- since exp (-U / T) ≤ 1, the fugacity is at least the non-interacting one
    have hlow : n ≤ fugacity U T n * (2 - n) := by
      by_contra h
      have h' : 0 < n - fugacity U T n * (2 - n) := by linarith
      have hm := mul_le_mul_of_nonneg_right hy1 hp.le
      nlinarith [mul_pos h' (add_pos hx one_pos)]
    exact mul_nonneg hT.le (Real.log_nonneg ((one_le_div h0).mpr hlow))
  · -- dropping the double-occupancy term bounds the fugacity from above
    have hup : 2 * (1 - n) * fugacity U T n ≤ n := by
      nlinarith [mul_pos (Real.exp_pos (-U / T)) hp]
    apply mul_le_mul_of_nonneg_left _ hT.le
    apply Real.log_le_log (div_pos (mul_pos hx h2') h0)
    rw [div_le_div_iff₀ h0 h1']
    nlinarith [mul_le_mul_of_nonneg_left hup h2'.le]

/-- As the temperature decreases to zero, the Hartree-exchange-correlation potential of a
repulsive site tends to `0` below half filling and to `U` above half filling. -/
theorem hxcPotential_zero_temperature (hU : 0 ≤ U) :
    (∀ n : ℝ, 0 < n → n < 1 → Tendsto (fun T => hxcPotential U T n) (𝓝[>] 0) (𝓝 0)) ∧
    (∀ n : ℝ, 1 < n → n < 2 → Tendsto (fun T => hxcPotential U T n) (𝓝[>] 0) (𝓝 U)) := by
  have below : ∀ n : ℝ, 0 < n → n < 1 →
      Tendsto (fun T => hxcPotential U T n) (𝓝[>] 0) (𝓝 0) := by
    intro n h0 h1
    have hc := (by fun_prop : Continuous fun T : ℝ =>
      T * Real.log ((2 - n) / (2 * (1 - n)))).tendsto 0
    rw [zero_mul] at hc
    refine squeeze_zero' ?_ ?_ (hc.mono_left nhdsWithin_le_nhds)
    · filter_upwards [self_mem_nhdsWithin] with T hT
      exact (hxcPotential_bounds hU hT h0 h1).1
    · filter_upwards [self_mem_nhdsWithin] with T hT
      exact (hxcPotential_bounds hU hT h0 h1).2
  refine ⟨below, fun n h1 h2 => ?_⟩
  -- particle-hole symmetry carries the limit across half filling
  have h := (below (2 - n) (by linarith) (by linarith)).const_sub U
  rw [sub_zero] at h
  refine h.congr' ?_
  filter_upwards [self_mem_nhdsWithin] with T hT
  linarith [hxcPotential_particle_hole (U := U) (T := T) (n := n) hT (by linarith) h2]

end

end HubbardSiteDFT
```

```lean
#print axioms HubbardSiteDFT.chemicalPotential_sub
#print axioms HubbardSiteDFT.hxcPotential_half_filling
#print axioms HubbardSiteDFT.hxcPotential_zero_temperature
```

```
'HubbardSiteDFT.chemicalPotential_sub' depends on axioms: [propext, Classical.choice, Quot.sound]
'HubbardSiteDFT.hxcPotential_half_filling' depends on axioms: [propext, Classical.choice, Quot.sound]
'HubbardSiteDFT.hxcPotential_zero_temperature' depends on axioms: [propext, Classical.choice, Quot.sound]
```

## The step, its midpoint and its thermal rounding

`hxcPotential_zero_temperature` takes a real U ≥ 0 and makes two statements. For each n with 0 < n < 1, the potential tends to 0 as the temperature T decreases to 0; for each n with 1 < n < 2, it tends to U. The filter `𝓝[>] 0` means that T approaches 0 through positive values. The density is held fixed during the limit, so nothing is said about uniformity in n.

At n = 1, `hxcPotential_half_filling` gives U/2 at every T > 0. Below half filling, `hxcPotential_bounds` says how fast the step forms:

0 ≤ v(n) ≤ T log((2 − n)/(2(1 − n))),

where v(n) stands for `hxcPotential U T n`. The bound is linear in T, with a coefficient that grows without limit as n approaches 1. Close to n = 1 at fixed T it is therefore loose, since the potential itself tends to U/2 there.

## One site exchanging electrons with a reservoir

The site has four states: empty, singly occupied with either spin, and doubly occupied. Its one-electron level is the zero of energy, Boltzmann's constant is 1, and μ is the chemical potential. With

z = exp(μ/T), y = exp(−U/T),

the grand-canonical weights are 1, z, z and yz². The mean electron number, `siteDensity U T μ`, is therefore

n = (2z + 2yz²)/(1 + 2z + yz²).

The file starts from this average, not from a Hamiltonian on Fock space. There is no magnetic field and no hopping.

The Kohn–Sham site is non-interacting, has the same density, and has its level shifted by v. Since only the difference between chemical potential and level matters, v is the interacting chemical potential minus the non-interacting one at equal density. The file defines `hxcPotential` by a closed formula, and `chemicalPotential_sub` proves that it equals this difference.

The jump at n = 1 is the derivative discontinuity of density functional theory in its simplest setting, a single site without hopping. The Hartree part, Un/2, is continuous in n, so the jump belongs to exchange and correlation.

## From density to chemical potential

Clearing the denominator in the density formula gives

y(2 − n)z² + 2(1 − n)z = n.

For 0 < n < 2 the leading coefficient and the right-hand side are positive, so the two roots have a negative product and exactly one is positive:

x = (n − 1 + S)/(y(2 − n)), S = √((n − 1)² + yn(2 − n)).

This is `fugacity U T n`. In Lean, `fugacity_pos` shows that S exceeds |n − 1|, and `fugacity_quadratic` verifies the equation from the square of S. Uniqueness is `positive_root_unique`: subtracting the equations ax² + bx = c and az² + bz = c gives

(x − z)(ax + b + az) = 0,

and the second factor is positive because x(ax + b) = c > 0.

`siteDensity_eq_iff` combines these facts: the site has density n exactly when μ = T log x. Its step `key` is the clearing of the denominator.

For U = 0 we have y = 1 and S = 1, so the fugacity is n/(2 − n). Subtracting the two chemical potentials gives

v(n) = T log x − T log(n/(2 − n)) = T log(x(2 − n)/n).

## Particle-hole symmetry

Replacing n by 2 − n leaves S unchanged and reverses the sign of n − 1. The two fugacities therefore multiply to

(S + n − 1)(S − n + 1)/(y²n(2 − n)) = yn(2 − n)/(y²n(2 − n)) = exp(U/T).

The factors (2 − n)/n and n/(2 − n) in the two potentials cancel, so

v(n) + v(2 − n) = U.

This is `hxcPotential_particle_hole`, with the product of fugacities as its step `hprod`. Setting n = 1 gives U/2. Up to this point the sign of U has not mattered.

## The squeeze below half filling

Now let U ≥ 0, so that y ≤ 1, and let 0 < n < 1. Replacing y by 1 in the quadratic equation for x can only raise its left-hand side, hence

0 ≤ (2 − n)x² + 2(1 − n)x − n = ((2 − n)x − n)(x + 1).

Since x + 1 > 0, it follows that x(2 − n)/n ≥ 1 and v(n) ≥ 0. In the Lean proof, `nlinarith` receives the product of these two factors, with the first reversed in sign, and derives a contradiction.

For the upper bound, drop the positive double-occupancy term y(2 − n)x². This leaves 2(1 − n)x ≤ n, so

x(2 − n)/n ≤ (2 − n)/(2(1 − n)),

and taking the logarithm and multiplying by T gives the stated bound.

At fixed n the upper bound tends to 0 with T, and `squeeze_zero'` gives the limit below half filling. Above it, 2 − n lies below half filling, so v(n) = U − v(2 − n) tends to U.

## A quarter-filled site in numbers

Take n = 1/2 and y = 0.07, which means U/T = log(100/7) ≈ 2.659. Then

S = √(0.25 + 0.07 · 0.75) = 0.55,
x = 0.05/0.105 = 10/21,
v(1/2) = T log(10/7) ≈ 0.357 T ≈ 0.134 U.

The upper bound is T log(3/2) ≈ 0.405 T. At n = 3/2 the fugacity is 1.05/0.035 = 30, so

v(3/2) = T log 10 ≈ 2.303 T ≈ 0.866 U.

The two potentials add up to T log(100/7) = U, as particle-hole symmetry requires. At this temperature, about 0.38 U, the step is still visibly rounded.
